# Two electrons on a triangle with hopping +1 and on-site repulsion have a triplet ground state

Take three sites, each connected to the other two by a hopping amplitude $+1$. One electron then has the levels $2, -1, -1$. Two non-interacting electrons can both sit in the degenerate level $-1$, and they reach $-2$ as a singlet or as a triplet. Now let a repulsion $U>0$ act when they share a site. The triplet never pays it, and I believe a singlet built from the level $-1$ always must, so the ground state should be a triplet. Can this be made rigorous, with the exact singlet energy, and checked by machine?

## On the triangle with U > 0, only a triplet reaches −2

Yes. Write the spatial wavefunction as a real array $\psi(i,j)$, with sites numbered from 0. Hopping replaces an amplitude by the sum over the other sites, so

$$(H\psi)(i,j)=\sum_k\psi(k,j)+\sum_k\psi(i,k)-2\psi(i,j)+U\delta_{ij}\psi(i,j).$$

Multiplying by $\psi(i,j)$ and summing gives, for any number of sites,

$$\langle\psi,H\psi\rangle=-2\langle\psi,\psi\rangle+\sum_j\Big(\sum_i\psi(i,j)\Big)^2+\sum_i\Big(\sum_j\psi(i,j)\Big)^2+U\sum_i\psi(i,i)^2 .$$

For $U\ge 0$ no energy lies below $-2$. For $U>0$, equality requires a zero diagonal and zero row and column sums. On three sites, put $c=\psi(0,1)$. Row 0 gives $\psi(0,2)=-c$, column 1 gives $\psi(2,1)=-c$, row 2 gives $\psi(2,0)=c$, column 0 gives $\psi(1,0)=-c$, and row 1 gives $\psi(1,2)=c$. This array is antisymmetric. Normalised, it has amplitudes $\pm1/\sqrt6$.

## The singlet energy in closed form

For symmetric $\psi$, let $a_i=\psi(i,i)$ and let $x_i$ be the amplitude on the bond opposite site $i$, so that $x_0=\psi(1,2)$. Try $\sum_i x_i=0$ and $a_i=p\,x_i$. The diagonal and off-diagonal parts of $H\psi=E\psi$ become

$$(U-E)\,a_i=2x_i,\qquad a_i=(-1-E)\,x_i .$$

Hence $p=-1-E$ and $(U-E)(-1-E)=2$, whose lower root is

$$E=\tfrac12\Big(U-1-\sqrt{(U+1)^2+8}\Big).$$

Since $(U+1)^2<(U+1)^2+8<(U+3)^2$ for $U>0$, we have $-2<E<-1$ and $0<p<1$.

To see that no symmetric function lies lower, set $D=\sum_i a_i$ and $S=\sum_i x_i$. Row $i$ sums to $a_i+S-x_i$, and columns equal rows. Inserting this in the energy formula gives

$$\langle\psi,H\psi\rangle-E\langle\psi,\psi\rangle=(U+1+p)\sum_i a_i^2+2p\sum_i x_i^2-4\sum_i a_ix_i+2S^2+4DS .$$

Multiply by $p$ and use $p(U+1+p)=2$. With $v_i=p\,x_i-a_i$, the right side becomes

$$2\sum_i v_i^2+2pS^2+4pDS .$$

Now $2\sum_i v_i^2=\tfrac23\big(\sum_i v_i\big)^2+\tfrac23\sum_{i<j}(v_i-v_j)^2$ and $\sum_i v_i=pS-D$, so this equals

$$\tfrac23(D+2pS)^2+2p(1-p)S^2+\tfrac23\sum_{i<j}(v_i-v_j)^2\ \ge 0 .$$

The choice $x=(1,-1,0)$, $a=(p,-p,0)$ attains $E$. Its squared norm is $4+2p^2$, so the normalised amplitudes are these divided by $\sqrt{4+2p^2}$.

## What the Lean theorems say

- `hop` is the one-electron matrix $h$, and `hamiltonian` is $h_1+h_2+U$ acting on functions `Fin n → Fin n → ℝ`. Energies are in units of the hopping amplitude. In the usual $-t$ convention, this sign means $t=-1$.
- `U` stands for the Coulomb cost of two electrons in one site orbital; repulsion between different sites is neglected.
- `IsSym` and `IsAntisym` are the spatial symmetries that go with a spin singlet and a spin triplet. Spin itself does not appear in the file.
- `energies U P` is the set of Rayleigh quotients of nonzero functions in class `P`. `IsLeast` says that the value belongs to this set and bounds it from below, so it is an attained minimum.

The main theorem, `triplet_below_singlet`, says that for $U>0$ on three sites the antisymmetric minimum is $-2$, the symmetric minimum is `singletEnergy U`, and the second is strictly larger. `rayleigh_eq_neg_two_iff` adds that among all nonzero real functions, with or without exchange symmetry, only multiples of `tripletState` have energy $-2$.

The number of sites matters. `four_sites_singlet_minimum` shows that on four mutually connected sites a symmetric function also reaches $-2$ for every $U\ge0$, so the triplet is no longer strictly preferred. Signs can alternate around a ring of four bonds, but not around a triangle.

For this two-electron, three-site Hubbard model, the closed formula gives an exact singlet–triplet gap against which a diagonalisation code can be compared.

```lean
import Mathlib

open Finset

namespace FrustratedHubbardTriangle

noncomputable section

variable {n : ℕ}

/-- Hopping matrix with amplitude `+1` between any two different sites and zero diagonal. -/
def hop (i j : Fin n) : ℝ := if i = j then 0 else 1

/-- The two-electron Hamiltonian `h1 + h2 + U`, where `U` acts when both electrons share a site. -/
def hamiltonian (U : ℝ) (ψ : Fin n → Fin n → ℝ) : Fin n → Fin n → ℝ := fun i j =>
  ∑ k, hop i k * ψ k j + ∑ k, hop j k * ψ i k + if i = j then U * ψ i j else 0

/-- Inner product of two real two-electron functions. -/
def overlap (φ ψ : Fin n → Fin n → ℝ) : ℝ := ∑ i, ∑ j, φ i j * ψ i j

/-- Rayleigh quotient of the two-electron Hamiltonian. -/
def rayleigh (U : ℝ) (ψ : Fin n → Fin n → ℝ) : ℝ :=
  overlap ψ (hamiltonian U ψ) / overlap ψ ψ

/-- Spatial functions that are symmetric under exchange of the two electrons. -/
def IsSym (ψ : Fin n → Fin n → ℝ) : Prop := ∀ i j, ψ j i = ψ i j

/-- Spatial functions that are antisymmetric under exchange of the two electrons. -/
def IsAntisym (ψ : Fin n → Fin n → ℝ) : Prop := ∀ i j, ψ j i = -ψ i j

/-- All Rayleigh quotients of nonzero functions in the symmetry class `P`. -/
def energies (U : ℝ) (P : (Fin n → Fin n → ℝ) → Prop) : Set ℝ :=
  {E | ∃ ψ, ψ ≠ 0 ∧ P ψ ∧ rayleigh U ψ = E}

/-- The antisymmetric function on three sites with amplitude `+1` on the pairs 01, 12, 20. -/
def tripletState : Fin 3 → Fin 3 → ℝ := ![![0, 1, -1], ![-1, 0, 1], ![1, -1, 0]]

/-- The closed formula `(U - 1 - √((U + 1)² + 8)) / 2`. -/
def singletEnergy (U : ℝ) : ℝ := (U - 1 - √((U + 1) ^ 2 + 8)) / 2

/-- A nonzero two-electron function has positive squared norm. -/
theorem overlap_self_pos {ψ : Fin n → Fin n → ℝ} (h : ψ ≠ 0) : 0 < overlap ψ ψ := by
  have hex : ∃ i j, ψ i j ≠ 0 := by
    by_contra hc
    push Not at hc
    exact h (funext fun i => funext fun j => hc i j)
  obtain ⟨i, j, hij⟩ := hex
  exact sum_pos' (fun i _ => sum_nonneg fun j _ => mul_self_nonneg _)
    ⟨i, mem_univ i, sum_pos' (fun j _ => mul_self_nonneg _)
      ⟨j, mem_univ j, mul_self_pos.mpr hij⟩⟩

/-- On any number of sites `⟨ψ, Hψ⟩` is `-2` times the squared norm, plus the squares of all column
and row sums, plus `U` times the weight of double occupancy. -/
theorem energy_identity (U : ℝ) (ψ : Fin n → Fin n → ℝ) :
    overlap ψ (hamiltonian U ψ) = -2 * overlap ψ ψ + ∑ j, (∑ i, ψ i j) ^ 2
      + ∑ i, (∑ j, ψ i j) ^ 2 + U * ∑ i, ψ i i ^ 2 := by
  -- hopping replaces an amplitude by the sum over all the other sites
  have hh : ∀ (i : Fin n) (f : Fin n → ℝ), ∑ k, hop i k * f k = ∑ k, f k - f i := by
    intro i f
    have h : ∀ k, hop i k * f k = f k - if i = k then f k else 0 := by
      intro k
      unfold hop
      split_ifs <;> ring
    simp [h, sum_sub_distrib]
  have h1 : ∑ i, ∑ j, ψ i j * ∑ k, ψ k j = ∑ j, (∑ i, ψ i j) ^ 2 := by
    rw [sum_comm]
    refine sum_congr rfl fun j _ => ?_
    rw [← sum_mul, sq]
  have h2 : ∑ i, ∑ j, ψ i j * ∑ k, ψ i k = ∑ i, (∑ j, ψ i j) ^ 2 := by
    refine sum_congr rfl fun i _ => ?_
    rw [← sum_mul, sq]
  have h3 : ∑ i, ∑ j, ψ i j * (if i = j then U * ψ i j else 0) = U * ∑ i, ψ i i ^ 2 := by
    rw [mul_sum]
    refine sum_congr rfl fun i _ => ?_
    rw [sum_eq_single i]
    · rw [if_pos rfl]; ring
    · intro j _ hj
      rw [if_neg (Ne.symm hj), mul_zero]
    · intro h
      exact absurd (mem_univ i) h
  have key : ∀ i j, ψ i j * hamiltonian U ψ i j = -2 * (ψ i j * ψ i j)
      + ψ i j * ∑ k, ψ k j + ψ i j * ∑ k, ψ i k
      + ψ i j * (if i = j then U * ψ i j else 0) := by
    intro i j
    simp only [hamiltonian, hh]
    ring
  have h4 : ∑ i, ∑ j, -2 * (ψ i j * ψ i j) = -2 * ∑ i, ∑ j, ψ i j * ψ i j := by
    simp only [mul_sum]
  unfold overlap
  simp only [key, sum_add_distrib]
  rw [h1, h2, h3, h4]

/-- For `U ≥ 0` and any number of sites, no two-electron function has energy below `-2`. -/
theorem neg_two_le_rayleigh {U : ℝ} (hU : 0 ≤ U) {ψ : Fin n → Fin n → ℝ} (h : ψ ≠ 0) :
    -2 ≤ rayleigh U ψ := by
  rw [rayleigh, le_div_iff₀ (overlap_self_pos h), energy_identity]
  have hC : 0 ≤ ∑ j, (∑ i, ψ i j) ^ 2 := sum_nonneg fun _ _ => sq_nonneg _
  have hR : 0 ≤ ∑ i, (∑ j, ψ i j) ^ 2 := sum_nonneg fun _ _ => sq_nonneg _
  have hD : 0 ≤ U * ∑ i, ψ i i ^ 2 := mul_nonneg hU (sum_nonneg fun _ _ => sq_nonneg _)
  linarith

/-- On three sites with `U > 0`, a nonzero function has energy `-2` exactly when it is a multiple
of the antisymmetric state `tripletState`. -/
theorem rayleigh_eq_neg_two_iff {U : ℝ} (hU : 0 < U) {ψ : Fin 3 → Fin 3 → ℝ} (hψ : ψ ≠ 0) :
    rayleigh U ψ = -2 ↔ ∃ c : ℝ, ψ = c • tripletState := by
  rw [rayleigh, div_eq_iff (overlap_self_pos hψ).ne', energy_identity]
  constructor
  · intro h
    have hC : 0 ≤ ∑ j, (∑ i, ψ i j) ^ 2 := sum_nonneg fun _ _ => sq_nonneg _
    have hR : 0 ≤ ∑ i, (∑ j, ψ i j) ^ 2 := sum_nonneg fun _ _ => sq_nonneg _
    have hD : 0 ≤ U * ∑ i, ψ i i ^ 2 := mul_nonneg hU.le (sum_nonneg fun _ _ => sq_nonneg _)
    have hD0 : ∑ i, ψ i i ^ 2 = 0 :=
      (mul_eq_zero.mp (by linarith : U * ∑ i, ψ i i ^ 2 = 0)).resolve_left hU.ne'
    -- a vanishing sum of squares has vanishing terms
    have zero : ∀ f : Fin 3 → ℝ, ∑ i, f i ^ 2 = 0 → ∀ i, f i = 0 := fun f hf i =>
      pow_eq_zero_iff two_ne_zero |>.mp
        ((sum_eq_zero_iff_of_nonneg fun _ _ => sq_nonneg _).mp hf i (mem_univ i))
    have c := zero (fun j => ∑ i, ψ i j) (by linarith)
    have r := zero (fun i => ∑ j, ψ i j) (by linarith)
    have d := zero (fun i => ψ i i) hD0
    simp only [Fin.sum_univ_three] at c r d
    have c0 := c 0
    have c1 := c 1
    have c2 := c 2
    have r0 := r 0
    have r1 := r 1
    have r2 := r 2
    have d0 := d 0
    have d1 := d 1
    have d2 := d 2
    refine ⟨ψ 0 1, ?_⟩
    ext i j
    fin_cases i <;> fin_cases j <;> simp [tripletState] <;> linarith
  · rintro ⟨c, rfl⟩
    simp [tripletState, Fin.sum_univ_three]

/-- For `U > 0` the number `E = singletEnergy U` solves `(U - E)(-1 - E) = 2` and lies strictly
between `-2` and `-1`. -/
theorem singletEnergy_spec {U : ℝ} (hU : 0 < U) :
    (U - singletEnergy U) * (-1 - singletEnergy U) = 2 ∧
      -2 < singletEnergy U ∧ singletEnergy U < -1 := by
  have hs := Real.sq_sqrt (show 0 ≤ (U + 1) ^ 2 + 8 by positivity)
  have h0 := Real.sqrt_nonneg ((U + 1) ^ 2 + 8)
  unfold singletEnergy
  generalize √((U + 1) ^ 2 + 8) = r at hs h0 ⊢
  have hlt : r < U + 3 := lt_of_pow_lt_pow_left₀ 2 (by linarith) (by nlinarith)
  have hgt : U + 1 < r := lt_of_pow_lt_pow_left₀ 2 h0 (by linarith)
  exact ⟨by linear_combination hs / 4, by linarith, by linarith⟩

/-- On three sites with `U > 0`, the minimum energy over symmetric functions is
`singletEnergy U`. -/
theorem singlet_minimum {U : ℝ} (hU : 0 < U) :
    IsLeast (energies U (IsSym (n := 3))) (singletEnergy U) := by
  obtain ⟨hr, h2, h1⟩ := singletEnergy_spec hU
  obtain ⟨p, hp⟩ : ∃ p, p = -1 - singletEnergy U := ⟨_, rfl⟩
  have hE : singletEnergy U = -1 - p := by linarith
  rw [hE] at hr h2 h1 ⊢
  have hp0 : 0 < p := by linarith
  have hp1 : 0 < 1 - p := by linarith
  constructor
  · -- an explicit symmetric function attains the value
    have hne : (![![p, 0, -1], ![0, -p, 1], ![-1, 1, 0]] : Fin 3 → Fin 3 → ℝ) ≠ 0 := by
      intro h
      have h' := congrFun (congrFun h 1) 2
      simp at h'
    refine ⟨_, hne, ?_, ?_⟩
    · intro i j
      fin_cases i <;> fin_cases j <;> simp
    · rw [rayleigh, div_eq_iff (overlap_self_pos hne).ne', energy_identity]
      simp only [overlap, Fin.sum_univ_three, Matrix.cons_val_zero, Matrix.cons_val_one,
        Matrix.cons_val]
      linear_combination 2 * p * hr
  · rintro E ⟨ψ, hne, hψ, rfl⟩
    rw [rayleigh, le_div_iff₀ (overlap_self_pos hne), energy_identity]
    simp only [overlap, Fin.sum_univ_three]
    rw [hψ 0 1, hψ 0 2, hψ 1 2]
    generalize ψ 0 0 = a, ψ 1 1 = b, ψ 2 2 = c, ψ 1 2 = x, ψ 0 2 = y, ψ 0 1 = z
    -- `p` times the excess energy is a sum of squares
    have key : p * (2 * ((a + z + y) ^ 2 + (z + b + x) ^ 2 + (y + x + c) ^ 2)
        + (U - 1 + p) * (a ^ 2 + b ^ 2 + c ^ 2) - 2 * (1 - p) * (x ^ 2 + y ^ 2 + z ^ 2))
        = 2 / 3 * (a + b + c + 2 * p * (x + y + z)) ^ 2 + 2 * p * (1 - p) * (x + y + z) ^ 2
        + 2 / 3 * (((p * x - a) - (p * y - b)) ^ 2 + ((p * y - b) - (p * z - c)) ^ 2
          + ((p * z - c) - (p * x - a)) ^ 2) := by
      linear_combination (a ^ 2 + b ^ 2 + c ^ 2) * hr
    have hq : 0 ≤ 2 * p * (1 - p) * (x + y + z) ^ 2 :=
      mul_nonneg (mul_nonneg (by linarith) hp1.le) (sq_nonneg _)
    have hS := le_of_le_of_eq
      (add_nonneg (add_nonneg (by positivity) hq) (by positivity)) key.symm
    have hT := (mul_nonneg_iff_of_pos_left hp0).mp hS
    refine sub_nonneg.mp (hT.trans_eq ?_)
    ring

/-- On three sites, for every `U`, the minimum energy over antisymmetric functions is `-2`. -/
theorem triplet_minimum (U : ℝ) : IsLeast (energies U (IsAntisym (n := 3))) (-2) := by
  constructor
  · have hne : tripletState ≠ 0 := by
      intro h
      have h' := congrFun (congrFun h 0) 1
      simp [tripletState] at h'
    refine ⟨tripletState, hne, ?_, ?_⟩
    · intro i j
      fin_cases i <;> fin_cases j <;> simp [tripletState]
    · rw [rayleigh, div_eq_iff (overlap_self_pos hne).ne', energy_identity]
      simp [tripletState, Fin.sum_univ_three]
  · rintro E ⟨ψ, hne, hψ, rfl⟩
    rw [rayleigh, le_div_iff₀ (overlap_self_pos hne), energy_identity]
    -- antisymmetry excludes double occupancy
    have hD : ∑ i, ψ i i ^ 2 = 0 := sum_eq_zero fun i _ => by
      have h : ψ i i = 0 := by linarith [hψ i i]
      rw [h]; norm_num
    have hC : 0 ≤ ∑ j, (∑ i, ψ i j) ^ 2 := sum_nonneg fun _ _ => sq_nonneg _
    have hR : 0 ≤ ∑ i, (∑ j, ψ i j) ^ 2 := sum_nonneg fun _ _ => sq_nonneg _
    rw [hD, mul_zero]
    linarith

/-- On three sites with `U > 0`, the minimum energy is `-2` over antisymmetric functions and
`singletEnergy U` over symmetric functions, and the latter is strictly larger. -/
theorem triplet_below_singlet {U : ℝ} (hU : 0 < U) :
    IsLeast (energies U (IsAntisym (n := 3))) (-2) ∧
      IsLeast (energies U (IsSym (n := 3))) (singletEnergy U) ∧ -2 < singletEnergy U :=
  ⟨triplet_minimum U, singlet_minimum hU, (singletEnergy_spec hU).2.1⟩

/-- On four mutually connected sites with `U ≥ 0`, the minimum energy over symmetric functions
is `-2`. -/
theorem four_sites_singlet_minimum {U : ℝ} (hU : 0 ≤ U) :
    IsLeast (energies U (IsSym (n := 4))) (-2) := by
  constructor
  · -- alternating signs around a ring of four bonds, with no double occupancy
    have hne : (![![0, 1, 0, -1], ![1, 0, -1, 0], ![0, -1, 0, 1], ![-1, 0, 1, 0]] :
        Fin 4 → Fin 4 → ℝ) ≠ 0 := by
      intro h
      have h' := congrFun (congrFun h 0) 1
      simp at h'
    refine ⟨_, hne, ?_, ?_⟩
    · intro i j
      fin_cases i <;> fin_cases j <;> simp
    · rw [rayleigh, div_eq_iff (overlap_self_pos hne).ne', energy_identity]
      simp [Fin.sum_univ_four]
  · rintro E ⟨ψ, hne, _, rfl⟩
    exact neg_two_le_rayleigh hU hne

end

end FrustratedHubbardTriangle
```

```lean
#print axioms FrustratedHubbardTriangle.rayleigh_eq_neg_two_iff
#print axioms FrustratedHubbardTriangle.triplet_below_singlet
#print axioms FrustratedHubbardTriangle.four_sites_singlet_minimum
```

```
'FrustratedHubbardTriangle.rayleigh_eq_neg_two_iff' depends on axioms: [propext, Classical.choice, Quot.sound]
'FrustratedHubbardTriangle.triplet_below_singlet' depends on axioms: [propext, Classical.choice, Quot.sound]
'FrustratedHubbardTriangle.four_sites_singlet_minimum' depends on axioms: [propext, Classical.choice, Quot.sound]
```

## How the proof follows the algebra

`energy_identity` is the formula with row and column sums. Its step `hh` rewrites hopping as "total minus own amplitude", and `h1`, `h2` and `h3` collect the three sums. `neg_two_le_rayleigh` clears the denominator, which `overlap_self_pos` shows to be positive, and drops the nonnegative terms.

In `rayleigh_eq_neg_two_iff`, the helper `zero` turns vanishing sums of squares into linear equations. `fin_cases` then goes through the nine entries, and `linarith` solves for each in terms of `ψ 0 1`.

`singletEnergy_spec` proves the quadratic equation and the bounds on $E$ by comparing squares. In `singlet_minimum`, the first half checks the explicit state. The second half names the entries `a, b, c, x, y, z`, and `key` is the sum-of-squares identity above; `linear_combination` verifies it using the quadratic equation `hr`. Dividing by $p>0$ gives the bound.

`triplet_minimum` needs no sign condition on $U$, because antisymmetry makes the diagonal vanish. The four-site theorem combines the general bound with an explicit state whose normalised nonzero amplitudes are $\pm1/\sqrt8$.
